# The ancilla reference block of a unitary has operator norm at most one

Let a unitary matrix $U$ act on an ancilla and a system, both finite-dimensional, and keep only the block in which the ancilla starts and ends in a fixed basis state $|a_0\rangle$. The theorem `norm_block_le_one` states that this block, $\langle a_0|U|a_0\rangle$ as an operator on the system, has operator norm at most one, so it never lengthens a system vector. The attempt writes the block as $V^\dagger U V$, where $V$ adjoins the ancilla in state $|a_0\rangle$. It then aims to show that $V$ and $UV$ have orthonormal columns, hence norm at most one, and to bound the norm of the product by the product of the norms.

The first attempt, which Lean rejects:

```lean
import Mathlib

open Matrix
open scoped Kronecker Matrix.Norms.L2Operator

namespace NormBlockLeOne

noncomputable section

variable {a b n : Type*} [Fintype a] [DecidableEq a] [Fintype b] [DecidableEq b]
  [Fintype n] [DecidableEq n]

/-- The block of an operator on ancilla ⊗ system in which the ancilla starts and ends
in the reference state `a0`. -/
def block (a0 : a) (U : Matrix (a × n) (a × n) ℂ) : Matrix n n ℂ :=
  U.submatrix (fun i => (a0, i)) (fun j => (a0, j))

/-- The map that adjoins an ancilla in the reference state `a0` to a system state. -/
def adjoin (a0 : a) : Matrix (a × n) n ℂ :=
  (1 : Matrix (a × n) (a × n) ℂ).submatrix id (fun j => (a0, j))

omit [DecidableEq a] in
/-- A matrix with orthonormal columns has operator norm at most one. -/
theorem norm_isometry_le_one {W : Matrix a b ℂ} (hW : Wᴴ * W = 1) : ‖W‖ ≤ 1 := by
  have h := l2_opNorm_conjTranspose_mul_self W
  have h1 := l2_opNorm_conjTranspose_mul_self (1 : Matrix b b ℂ)
  rw [hW] at h
  rw [conjTranspose_one, mul_one] at h1
  have h2 : ‖(1 : Matrix b b ℂ)‖ ≤ 1 := by nlinarith
  nlinarith

/-- Every reference block of a unitary has operator norm at most one. -/
theorem norm_block_le_one (a0 : a) {U : Matrix (a × n) (a × n) ℂ}
    (hU : U ∈ unitaryGroup (a × n) ℂ) : ‖block a0 U‖ ≤ 1 := by
  have hP : (adjoin a0 : Matrix (a × n) n ℂ)ᴴ
      = (1 : Matrix (a × n) (a × n) ℂ).submatrix (fun i => (a0, i)) id := by
    rw [adjoin, conjTranspose_submatrix, conjTranspose_one]
  -- the block is the compression of U by an isometry
  have hblock : block a0 U = (adjoin a0)ᴴ * (U * adjoin a0) := by
    rw [hP]
    ext i j
    simp [block, adjoin, Matrix.mul_apply, Matrix.one_apply]
  have hiso : (U * adjoin a0 : Matrix (a × n) n ℂ)ᴴ * (U * adjoin a0) = 1 := by
    have hU' : Uᴴ * U = 1 := mem_unitaryGroup_iff'.mp hU
    rw [conjTranspose_mul, Matrix.mul_assoc, ← Matrix.mul_assoc Uᴴ, hU', Matrix.one_mul, hP]
    ext i j
    simp [adjoin, Matrix.mul_apply, Matrix.one_apply]
  have hadj : (adjoin a0 : Matrix (a × n) n ℂ)ᴴ * adjoin a0 = 1 := by
    rw [hP]
    ext i j
    simp [adjoin, Matrix.mul_apply, Matrix.one_apply]
  rw [hblock]
  refine (l2_opNorm_mul _ _).trans ?_
  rw [l2_opNorm_conjTranspose]
  exact mul_le_one₀ (norm_isometry_le_one hadj) (norm_nonneg _) (norm_isometry_le_one hiso)

end

end NormBlockLeOne
```

Messages:

```
Main.lean:39:29: error(lean.synthInstanceFailed): failed to synthesize instance of type class
  HMul (Matrix ?m.69 (a × ?m.69) ℂ) (CStarMatrix (a × n) n ℂ) (Matrix n n ℂ)

Hint: Type class instance resolution failures can be inspected with the `set_option trace.Meta.synthInstance true` command.
Main.lean:34:60: error: unsolved goals
a : Type u_1
n : Type u_3
inst✝³ : Fintype a
inst✝² : DecidableEq a
inst✝¹ : Fintype n
inst✝ : DecidableEq n
a0 : a
U : Matrix (a × n) (a × n) ℂ
hU : U ∈ unitaryGroup (a × n) ℂ
hP : (adjoin a0)ᴴ = submatrix 1 (fun i => (a0, i)) id
⊢ ‖block a0 U‖ ≤ 1
```

As a diff, the version that Lean accepts:

```diff
@@ -37,21 +37,20 @@
     rw [adjoin, conjTranspose_submatrix, conjTranspose_one]
   -- the block is the compression of U by an isometry
-  have hblock : block a0 U = (adjoin a0)ᴴ * (U * adjoin a0) := by
+  have hblock : block a0 U = (adjoin a0 : Matrix (a × n) n ℂ)ᴴ *
+      (U * (adjoin a0 : Matrix (a × n) n ℂ)) := by
     rw [hP]
     ext i j
     simp [block, adjoin, Matrix.mul_apply, Matrix.one_apply]
-  have hiso : (U * adjoin a0 : Matrix (a × n) n ℂ)ᴴ * (U * adjoin a0) = 1 := by
-    have hU' : Uᴴ * U = 1 := mem_unitaryGroup_iff'.mp hU
-    rw [conjTranspose_mul, Matrix.mul_assoc, ← Matrix.mul_assoc Uᴴ, hU', Matrix.one_mul, hP]
-    ext i j
-    simp [adjoin, Matrix.mul_apply, Matrix.one_apply]
-  have hadj : (adjoin a0 : Matrix (a × n) n ℂ)ᴴ * adjoin a0 = 1 := by
+  have hadj : (adjoin a0 : Matrix (a × n) n ℂ)ᴴ * (adjoin a0 : Matrix (a × n) n ℂ) = 1 := by
     rw [hP]
     ext i j
     simp [adjoin, Matrix.mul_apply, Matrix.one_apply]
+  have h1 : ‖(adjoin a0 : Matrix (a × n) n ℂ)‖ ≤ 1 := norm_isometry_le_one hadj
+  have h2 : ‖U‖ ≤ 1 := norm_isometry_le_one (mem_unitaryGroup_iff'.mp hU)
   rw [hblock]
   refine (l2_opNorm_mul _ _).trans ?_
   rw [l2_opNorm_conjTranspose]
-  exact mul_le_one₀ (norm_isometry_le_one hadj) (norm_nonneg _) (norm_isometry_le_one hiso)
+  exact mul_le_one₀ h1 (norm_nonneg _)
+    ((l2_opNorm_mul _ _).trans (mul_le_one₀ h2 (norm_nonneg _) h1))
 
 end
```

Cause. The first error is in the statement of `hblock`, before any of its proof runs. The argument `a0` fixes only the ancilla index of `adjoin a0`, and neither occurrence there has a type ascription to fix the system index. In the left factor that index is still unknown, shown as `?m.69`, and the product `U * adjoin a0` has been given the type `CStarMatrix (a × n) n ℂ`, where `Matrix` was intended. Lean finds no multiplication instance for that combination. The repair ascribes `Matrix (a × n) n ℂ` to both occurrences, which fixes the index and makes both products ordinary matrix products.

The second error follows from the first: the proof stops at `hblock`, leaving the main goal open.

The messages say nothing about the later steps, which were not reached. The original `hadj` also multiplies a matrix of known type by an unascribed `adjoin a0`, as `U * adjoin a0` does, so the ascription added there guards against the same unintended type. The repair also drops `hiso`, whose statement contains another unascribed `U * adjoin a0`, and bounds `‖U‖` and `‖adjoin a0‖` separately, using `l2_opNorm_mul` once more to combine them. This is a different route to the same bound.
